# Lamé's equilateral-triangle modes as determinants of plane waves

A quantum particle moves freely inside an equilateral triangle with hard walls. Its wavefunction must vanish on all three sides, and a single product of sines in Cartesian coordinates does not fit walls that meet at 60°. The walls look simpler in three coordinates $x_0,x_1,x_2$ restricted to the plane $x_0+x_1+x_2=0$. There the triangle is $x_0>x_1>x_2>x_0-1$, and on each side two coordinates differ by 0 or 1. An antisymmetric combination of plane waves vanishes when two coordinates coincide. The problems below ask when it also vanishes at the remaining wall, and what energy it has.

## Plane waves, determinant and Laplacian

Most parts hold for any number $N$ of coordinates, indexed from 0 as in Lean.

```lean
import Mathlib

open scoped Real

namespace LameTriangle

noncomputable section

variable {N : ℕ}
```

A plane wave of real wavenumber $k$ at position $t$ is $e^{2\pi i k t}$, so $k$ counts cycles per unit length.

```lean
/-- The plane wave `exp(2πi k t)` with wavenumber `k` at position `t`. -/
def wave (k t : ℝ) : ℂ := Complex.exp (2 * π * Complex.I * k * t)
```

Given wavenumbers $a_j$ and coordinates $x_i$, let $M_{ij}=e^{2\pi i a_j x_i}$. Rows belong to coordinates, columns to wavenumbers. The $i$ in the factor $2\pi i$ is the imaginary unit; everywhere else $i$ is an index.

```lean
/-- The matrix whose entry `(i, j)` is the plane wave of wavenumber `a j` at coordinate `x i`. -/
def waveMatrix (a x : Fin N → ℝ) : Matrix (Fin N) (Fin N) ℂ :=
  Matrix.of fun i j => wave (a j) (x i)
```

The candidate mode is $F(x)=\det M$, called `mode a x`.

```lean
/-- The determinant of plane waves, as a function of the coordinates `x`. -/
def mode (a x : Fin N → ℝ) : ℂ := (waveMatrix a x).det
```

If the wavenumbers are distinct and differ by integers, $F$ is also an unnormalised Slater determinant for $N$ non-interacting, spin-polarised fermions on a ring of unit length. The normalised function is then $F/\sqrt{N!}$, and a common fractional part of the $a_j$ describes a twisted boundary condition.

The Laplacian $\Delta$ is the sum of second partial derivatives. In Lean, `Function.update x i t` replaces the coordinate $x_i$ by $t$ and keeps the others.

```lean
/-- The Laplacian: the sum of the second partial derivatives along the coordinate axes. -/
def laplacian (f : (Fin N → ℝ) → ℂ) (x : Fin N → ℝ) : ℂ :=
  ∑ i, deriv (deriv fun t => f (Function.update x i t)) (x i)
```

## (a) Smoothness

**Task.** Show that $F\in C^2(\mathbb R^N)$.

**Solution.** The Leibniz formula gives

$$F(x)=\sum_\sigma \operatorname{sgn}(\sigma)\prod_i e^{2\pi i a_i x_{\sigma(i)}},$$

a finite sum of products of smooth functions. The Lean proof expands the determinant in the same way and treats each factor as the exponential of a linear function. The result matters because Lean's `deriv` returns 0 where no derivative exists; here the derivatives in `laplacian` are genuine.

```lean
/-- The determinant of plane waves is twice continuously differentiable. -/
theorem mode_contDiff (a : Fin N → ℝ) : ContDiff ℝ 2 (mode a) := by
  change ContDiff ℝ 2 (fun x => (waveMatrix a x).det)
  simp only [Matrix.det_apply']
  refine ContDiff.sum fun σ _ => contDiff_const.mul (contDiff_prod fun i _ => ?_)
  change ContDiff ℝ 2 (fun x : Fin N → ℝ =>
    Complex.exp (2 * π * Complex.I * (a i) * ((x (σ i) : ℝ) : ℂ)))
  exact (contDiff_const.mul
    (Complex.ofRealCLM.contDiff.comp (contDiff_apply ℝ ℝ (σ i)))).cexp
```

## (b) Differentiating a superposition

**Task.** For constant complex amplitudes $c_j$, show that

$$\frac{d}{dt}\sum_j c_j e^{2\pi i a_j t}=\sum_j (2\pi i a_j)\,c_j e^{2\pi i a_j t}.$$

**Solution.** The chain rule gives a factor $2\pi i a_j$ in each term, and the sum is finite. The theorem equates functions rather than values at one point, so it can be applied a second time to its own output.

```lean
/-- Differentiating a superposition of plane waves multiplies each amplitude by `2πi a j`. -/
theorem deriv_waves (a : Fin N → ℝ) (c : Fin N → ℂ) :
    deriv (fun t => ∑ j, c j * wave (a j) t) =
      fun t => ∑ j, (c j * (2 * π * Complex.I * a j)) * wave (a j) t := by
  funext t
  have hw : ∀ j, HasDerivAt (wave (a j)) (2 * π * Complex.I * a j * wave (a j) t) t := by
    intro j
    have h : HasDerivAt (fun s : ℝ => 2 * π * Complex.I * a j * (s : ℂ))
        (2 * π * Complex.I * a j) t :=
      ((hasDerivAt_id t).ofReal_comp.const_mul (2 * π * Complex.I * (a j : ℂ))).congr_deriv
        (by simp)
    exact h.cexp.congr_deriv (mul_comm _ _)
  refine (HasDerivAt.fun_sum fun j _ => (hw j).const_mul (c j)).deriv.trans ?_
  exact Finset.sum_congr rfl fun j _ => by ring
```

## (c) Dependence on one coordinate

**Task.** Let $C_{ij}$ be the cofactor of $M_{ij}$. Show that replacing $x_i$ by $t$ gives

$$F(\ldots,t,\ldots)=\sum_j C_{ij}\,e^{2\pi i a_j t}.$$

**Solution.** Only row $i$ of $M$ changes. Expand the determinant along that row: the cofactors omit row $i$, so they do not depend on $t$. In Lean, $C_{ij}$ is the adjugate entry `adjugate j i`. The step `hM` identifies the changed matrix as $M$ with one row replaced, and Mathlib's form of Cramer's rule supplies the expansion.

```lean
/-- As a function of one coordinate, the determinant is a superposition of plane waves whose
amplitudes are cofactors. -/
theorem mode_update (a x : Fin N → ℝ) (i : Fin N) (t : ℝ) :
    mode a (Function.update x i t) =
      ∑ j, (waveMatrix a x).adjugate j i * wave (a j) t := by
  have hM : waveMatrix a (Function.update x i t) =
      (waveMatrix a x).updateRow i (fun j => wave (a j) t) := by
    ext k j
    by_cases h : k = i
    · simp [waveMatrix, Matrix.updateRow_apply, h]
    · simp [waveMatrix, Matrix.updateRow_apply, h]
  rw [mode, hM, ← Matrix.cramer_transpose_apply, Matrix.cramer_eq_adjugate_mulVec,
    ← Matrix.adjugate_transpose]
  rfl
```

## (d) The Laplacian for any number of coordinates

**Task.** Show that

$$\Delta F=-4\pi^2\Big(\sum_j a_j^2\Big)F.$$

**Solution.** By (c), and (b) used twice,

$$\partial_i^2F=\sum_j C_{ij}(2\pi i a_j)^2M_{ij}.$$

Sum over $i$ and exchange the sums:

$$\Delta F=\sum_j(-4\pi^2a_j^2)\sum_i C_{ij}M_{ij}.$$

The inner sum is the expansion of $\det M$ along column $j$, which equals $F$ for every $j$. In the Lean proof, `h` is the second derivative, `hadj` reads the column expansion from the diagonal of $\operatorname{adj}(M)M=\det(M)\,1$, and `Finset.sum_comm` exchanges the sums.

```lean
/-- For any number of coordinates, the Laplacian of the determinant of plane waves is `-4π² ∑ (a
j)²` times the determinant. -/
theorem laplacian_mode (a x : Fin N → ℝ) :
    laplacian (mode a) x = -(4 * π ^ 2 * ∑ j, (a j : ℂ) ^ 2) * mode a x := by
  have h : ∀ i, deriv (deriv fun t => mode a (Function.update x i t)) (x i) =
      ∑ j, (waveMatrix a x).adjugate j i * (2 * π * Complex.I * a j) *
        (2 * π * Complex.I * a j) * wave (a j) (x i) := by
    intro i
    rw [funext (mode_update a x i), deriv_waves, deriv_waves]
  -- the cofactor expansion along column `j`
  have hadj : ∀ j, ∑ i, (waveMatrix a x).adjugate j i * wave (a j) (x i) = mode a x := by
    intro j
    have := congrFun (congrFun (Matrix.adjugate_mul (waveMatrix a x)) j) j
    simp only [Matrix.mul_apply, Matrix.smul_apply, Matrix.one_apply_eq, smul_eq_mul,
      mul_one] at this
    exact this
  rw [laplacian, Finset.sum_congr rfl fun i _ => h i, Finset.sum_comm]
  have h2 : ∀ j, ∑ i, (waveMatrix a x).adjugate j i * (2 * π * Complex.I * a j) *
        (2 * π * Complex.I * a j) * wave (a j) (x i) =
      -(4 * π ^ 2 * (a j : ℂ) ^ 2) * mode a x := by
    intro j
    rw [← hadj j, Finset.mul_sum]
    refine Finset.sum_congr rfl fun i _ => ?_
    linear_combination (4 * π ^ 2 * (a j : ℂ) ^ 2 * (waveMatrix a x).adjugate j i *
      wave (a j) (x i)) * Complex.I_sq
  rw [Finset.sum_congr rfl fun j _ => h2 j]
  simp only [Finset.mul_sum, Finset.sum_mul, neg_mul, Finset.sum_neg_distrib]
```

## (e) Vanishing on the walls

**Task.** Suppose any two of the wavenumbers differ by an integer. Show that

$$x_i-x_l=k\in\mathbb Z,\quad i\ne l\quad\Longrightarrow\quad F(x)=0.$$

**Solution.** For each $j$, write $a_j=a_i+z_j$ with $z_j$ an integer. Then

$$e^{2\pi i a_jx_i}=e^{2\pi i a_jk}e^{2\pi i a_jx_l}=e^{2\pi i a_ik}e^{2\pi i a_jx_l},$$

because $e^{2\pi i z_jk}=1$. The phase no longer depends on $j$, so row $i$ is a multiple of row $l$ and the determinant vanishes. This proportionality is `hrow`; Lean then takes the phase out of row $i$, which leaves two equal rows.

Without integer differences the conclusion can fail. For $N=2$, $a=(0,\tfrac12)$ and $x=(1,0)$, the rows are $(1,-1)$ and $(1,1)$, and $F=2$.

```lean
/-- If all wavenumbers differ by integers, the determinant vanishes wherever two coordinates
differ by an integer. -/
theorem mode_wall (a x : Fin N → ℝ) (ha : ∀ j k, ∃ z : ℤ, a j - a k = z)
    {i l : Fin N} (hil : i ≠ l) (k : ℤ) (hx : x i - x l = k) : mode a x = 0 := by
  -- row `i` is a phase times row `l`
  have hrow : ∀ j, wave (a j) (x i) = wave (a i) k * wave (a j) (x l) := by
    intro j
    obtain ⟨z, hz⟩ := ha j i
    have hx' : (x i : ℂ) - x l = k := by exact_mod_cast congrArg Complex.ofReal hx
    have hz' : (a j : ℂ) - a i = z := by exact_mod_cast congrArg Complex.ofReal hz
    simp only [wave, ← Complex.exp_add]
    refine Complex.exp_eq_exp_iff_exists_int.2 ⟨z * k, ?_⟩
    push_cast
    linear_combination (2 * π * Complex.I * a j) * hx' + (2 * π * Complex.I * k) * hz'
  have hM : waveMatrix a x =
      (waveMatrix a x).updateRow i (wave (a i) k • waveMatrix a x l) := by
    ext p q
    by_cases h : p = i
    · rw [h, Matrix.updateRow_self]
      exact hrow q
    · rw [Matrix.updateRow_ne h]
  rw [mode, hM, Matrix.det_updateRow_smul, Matrix.det_zero_of_row_eq hil, mul_zero]
  rw [Matrix.updateRow_self, Matrix.updateRow_ne hil.symm]
```

## (f) Invariance under a common shift

**Task.** If $\sum_j a_j=0$, show that

$$F(x_0+t,\ldots,x_{N-1}+t)=F(x).$$

**Solution.** The shift multiplies column $j$ by $e^{2\pi i a_jt}$. The determinant therefore acquires the factor

$$\prod_j e^{2\pi i a_jt}=e^{2\pi i t\sum_j a_j}=1.$$

In Lean, `hM` describes the scaled columns and `hp` evaluates the product of phases. Without the zero sum the invariance can fail: for $N=1$ and $a_0=1$, a shift by $\tfrac12$ changes the sign of $F=e^{2\pi i x_0}$.

```lean
/-- If the wavenumbers sum to zero, the determinant is unchanged when all coordinates are
shifted by the same amount. -/
theorem mode_shift (a x : Fin N → ℝ) (hsum : ∑ j, a j = 0) (t : ℝ) :
    mode a (fun i => x i + t) = mode a x := by
  have hM : waveMatrix a (fun i => x i + t) =
      Matrix.of fun i j => wave (a j) t * waveMatrix a x i j := by
    ext i j
    simp only [waveMatrix, Matrix.of_apply, wave, ← Complex.exp_add]
    congr 1
    push_cast
    ring
  have hp : ∏ j, wave (a j) t = 1 := by
    have h0 : ∑ j, (a j : ℂ) = 0 := by exact_mod_cast congrArg Complex.ofReal hsum
    simp only [wave]
    rw [← Complex.exp_sum, ← Finset.sum_mul, ← Finset.mul_sum, h0]
    simp
  rw [mode, hM, Matrix.det_mul_row, hp, one_mul, mode]
```

## (g) Points where the determinant is nonzero

**Task.** Let the $a_j$ be distinct with integer differences, and let $s$ be irrational. Show that

$$F(0,s,2s,\ldots,(N-1)s)\ne0.$$

**Solution.** Set $w_j=e^{2\pi i a_js}$. Then $M_{ij}=w_j^{\,i}$ is a transposed Vandermonde matrix, whose determinant is nonzero exactly when the $w_j$ are distinct. If $w_j=w_k$, then $(a_j-a_k)s=p$ for some integer $p$. Put $z=a_j-a_k$. If $z\neq0$, then $s=p/z$ would be rational. Hence $z=0$, and distinctness of the wavenumbers gives $j=k$. The Lean proof makes the same case distinction; `Function.Injective a` says that the wavenumbers are distinct.

```lean
/-- For distinct wavenumbers with integer differences, the determinant is nonzero at equally
spaced coordinates with irrational spacing. -/
theorem mode_ne_zero (a : Fin N → ℝ) (ha : ∀ j k, ∃ z : ℤ, a j - a k = z)
    (hinj : Function.Injective a) {s : ℝ} (hs : Irrational s) :
    mode a (fun i => ((i : ℕ) : ℝ) * s) ≠ 0 := by
  have hM : waveMatrix a (fun i => ((i : ℕ) : ℝ) * s) =
      (Matrix.vandermonde fun j => wave (a j) s).transpose := by
    ext i j
    simp only [waveMatrix, Matrix.of_apply, Matrix.transpose_apply, Matrix.vandermonde_apply,
      wave, ← Complex.exp_nat_mul]
    congr 1
    push_cast
    ring
  rw [mode, hM, Matrix.det_transpose, Matrix.det_vandermonde_ne_zero_iff]
  intro j k hjk
  obtain ⟨p, hp⟩ := Complex.exp_eq_exp_iff_exists_int.1 hjk
  obtain ⟨z, hz⟩ := ha j k
  have h1 : (a j : ℂ) * s = a k * s + p :=
    mul_left_cancel₀ Complex.two_pi_I_ne_zero (by linear_combination hp)
  have h2 : a j * s = a k * s + p := by exact_mod_cast h1
  have h3 : (z : ℝ) * s = p := by rw [← hz]; linarith
  by_cases h0 : z = 0
  · apply hinj
    rw [h0, Int.cast_zero] at hz
    linarith
  · -- otherwise the spacing would be the rational number `p / z`
    have hz0 : (z : ℝ) ≠ 0 := by exact_mod_cast h0
    refine absurd ⟨(p : ℚ) / z, ?_⟩ hs
    push_cast
    rw [div_eq_iff hz0]
    linarith
```

## (h) Three wavenumbers from two integers

**Task.** For $N=3$, let $a_0-a_1=m$ and $a_1-a_2=n$ be integers. Show that

$$a_j-a_k\in\mathbb Z\quad\text{for all }j,k.$$

**Solution.** Relative to $a_2$, the three wavenumbers are $m+n$, $n$ and $0$. Any difference $a_j-a_k$ is a difference of two of these integers. The step `key` lists the three values.

```lean
/-- Three wavenumbers with integer successive differences have all differences integer. -/
theorem int_differences (a : Fin 3 → ℝ) (m n : ℤ) (hm : a 0 - a 1 = m) (hn : a 1 - a 2 = n) :
    ∀ j k, ∃ z : ℤ, a j - a k = z := by
  have key : ∀ j, ∃ z : ℤ, a j - a 2 = z := fun j => match j with
    | 0 => ⟨m + n, by push_cast; linarith⟩
    | 1 => ⟨n, hn⟩
    | 2 => ⟨0, by simp⟩
  intro j k
  obtain ⟨p, hp⟩ := key j
  obtain ⟨q, hq⟩ := key k
  exact ⟨p - q, by push_cast; linarith⟩
```

## (i) The triangle modes

**Task.** Add the condition $a_0+a_1+a_2=0$ to those of (h). Show that $F$ vanishes wherever two different coordinates differ by an integer, that it is constant along $(1,1,1)$, and that

$$\Delta F=-\frac{8\pi^2}{3}\,(m^2+mn+n^2)\,F.$$

**Solution.** The first two properties follow from (e), with (h), and from (f). For the third, solve the linear conditions:

$$a_0=\frac{2m+n}{3},\qquad a_1=\frac{n-m}{3},\qquad a_2=-\frac{m+2n}{3}.$$

Therefore

$$\sum_j a_j^2=\frac{6m^2+6mn+6n^2}{9}=\frac23(m^2+mn+n^2),$$

and (d) gives the stated factor. In Lean, `h0`, `h1` and `h2` are the solved wavenumbers, and `ring` does the final algebra. The three conclusions are joined by `∧` and concern $F$ on all of $\mathbb R^3$.

```lean
/-- For three wavenumbers with zero sum and integer successive differences `m` and `n`, the
determinant vanishes wherever two different coordinates differ by an integer, is invariant along
`(1,1,1)`, and has Laplacian `-(8π²/3)(m² + mn + n²)` times itself. -/
theorem lame_triangle_modes (a : Fin 3 → ℝ) (m n : ℤ) (hsum : a 0 + a 1 + a 2 = 0)
    (hm : a 0 - a 1 = m) (hn : a 1 - a 2 = n) :
    (∀ (x : Fin 3 → ℝ) (i l : Fin 3), i ≠ l → (∃ k : ℤ, x i - x l = (k : ℝ)) →
      mode a x = 0) ∧
    (∀ (x : Fin 3 → ℝ) (t : ℝ), mode a (fun i => x i + t) = mode a x) ∧
    (∀ x : Fin 3 → ℝ, laplacian (mode a) x =
      -(8 * π ^ 2 / 3) * ((m : ℂ) ^ 2 + m * n + n ^ 2) * mode a x) := by
  refine ⟨fun x i l hil ⟨k, hk⟩ => mode_wall a x (int_differences a m n hm hn) hil k hk,
    fun x t => mode_shift a x (by rw [Fin.sum_univ_three]; exact hsum) t, fun x => ?_⟩
  have h0 : a 0 = (2 * m + n) / 3 := by linarith
  have h1 : a 1 = (n - m) / 3 := by linarith
  have h2 : a 2 = -(m + 2 * n) / 3 := by linarith
  rw [laplacian_mode, Fin.sum_univ_three, h0, h1, h2]
  push_cast
  ring


end

end LameTriangle
```

```lean
#print axioms LameTriangle.mode_contDiff
-- 'LameTriangle.mode_contDiff' depends on axioms: [propext, Classical.choice, Quot.sound]
#print axioms LameTriangle.mode_ne_zero
-- 'LameTriangle.mode_ne_zero' depends on axioms: [propext, Classical.choice, Quot.sound]
#print axioms LameTriangle.lame_triangle_modes
-- 'LameTriangle.lame_triangle_modes' depends on axioms: [propext, Classical.choice, Quot.sound]
```

## Energies in a triangle of side $L$

Since $F$ is constant along the normal $(1,1,1)$, its Laplacian in $\mathbb R^3$ equals the Laplacian within the plane. The triangle there has side $\sqrt{2/3}$. Rescaling to side $L$, for a single particle of mass $\mu$ with ideal hard walls and zero potential inside, gives

$$E_{m,n}=\frac{\hbar^2}{2\mu}\,\frac{16\pi^2}{9L^2}\,(m^2+mn+n^2).$$

Here $F$ represents a state with this energy only when it is not identically zero, which the theorem in (i) does not require. If $m$, $n$ or $m+n$ is zero, two columns of $M$ agree and $F=0$ everywhere. Otherwise, a short argument beyond the Lean file places a nonzero value inside the triangle: take $s$ irrational with $-\tfrac12<s<0$ in (g), and use (f) to shift $(0,s,2s)$ to $(-s,0,s)$. Reordering the wavenumbers changes at most the sign of $F$, so positive $m$ and $n$ already give every nonzero mode up to sign. Whether these modes exhaust the spectrum is a separate question of completeness that the theorem does not address.
